# Rayleigh–Schrödinger energies of symmetric operators are real in any normalisation

Let $H_0$ and $V$ be symmetric operators on a complex inner-product space. Suppose that complex numbers $E_n$ and vectors $\psi_n$, with $\psi_0\neq 0$, solve the perturbation equations at every order. Then every $E_n$ is real, with no condition on the norms or overlaps of the $\psi_n$. If the equations are solved only through order $m$, then $E_0,\dots,E_m$ are real.

## Complex overlaps in the energy formulas

For the Hamiltonian $H_0+tV$ with real coupling $t$, insert the formal series $\psi(t)=\sum_n t^n\psi_n$ and $E(t)=\sum_n t^nE_n$ into the eigenvalue equation. Comparing powers of $t$ gives

$$H_0\psi_0=E_0\psi_0,\qquad H_0\psi_n+V\psi_{n-1}=\sum_{k+l=n}E_k\psi_l\quad(n\ge 1).$$

These equations leave the normalisation of $\psi(t)$ open. The usual choice, intermediate normalisation, sets $\langle\psi_0,\psi_0\rangle=1$ and $\langle\psi_0,\psi_n\rangle=0$ for $n\ge1$. Without it, projecting the second-order equation on $\psi_0$ gives

$$E_2\langle\psi_0,\psi_0\rangle=\langle\psi_0,V\psi_1\rangle-E_1\langle\psi_0,\psi_1\rangle .$$

Both terms on the right can be complex. Their imaginary parts cancel, and the theorem says that this happens at every order.

For symmetric $H_0$ and $V$ and $\psi_0\neq0$, an imaginary part in a computed energy correction therefore shows that the order equations up to that order have not been solved exactly, for example because of a mistake, rounding or an iteration stopped early. An unusual choice of phase or norm cannot produce it, provided that the energy formula keeps the overlap terms. The short formula $E_2=\langle\psi_0,V\psi_1\rangle$ drops them and relies on intermediate normalisation. For normalised $\psi_0$ and real $a$, replacing $\psi_1$ by $\psi_1+ia\psi_0$ still solves the first-order equation, but it changes the value of the short formula by $iaE_1$. All this applies, for example, to Møller–Plesset corrections in a finite basis with complex orbitals.

## The statement in Lean's terms

The space `X` is a complex inner-product space of any dimension, not necessarily complete. The inner product `inner ℂ` is conjugate-linear in its first argument. `H0` and `V` are linear maps from `X` to itself, and `IsSymmetric` means $\langle Ax,y\rangle=\langle x,Ay\rangle$ for all $x,y$. Boundedness is not required, but the operators must be defined on all of `X`. For an unbounded Hamiltonian, `X` has to be a common domain that both operators map into itself.

The corrections are sequences `E : ℕ → ℂ` and `ψ : ℕ → X`. The energies are typed as complex numbers, so their reality is not built in. `hamOrder H0 V ψ n` is the left side of the order-$n$ equation, `seriesSMul E ψ n` is the right side, and `SolvesOrder` equates them. The set `antidiagonal n` contains the pairs of natural numbers with sum $n$.

`all_energies_real` assumes the equations at every order and concludes `(E n).im = 0`. `energies_real_through_order` is the version through order $m$, including $m=0$. Neither theorem assumes that the level $E_0$ is non-degenerate. The existence of the corrections is a hypothesis, and the coupling $t$ never appears as a number, so nothing is said about convergence of the series.

## Reality by induction on the order

For a symmetric operator $A$, define the order-$n$ part of $\langle\psi(t),A\psi(t)\rangle$:

$$A_n=\sum_{i+j=n}\langle\psi_i,A\psi_j\rangle .$$

Symmetry gives $\overline{\langle\psi_i,A\psi_j\rangle}=\langle A\psi_j,\psi_i\rangle=\langle\psi_j,A\psi_i\rangle$. Conjugation thus only exchanges $i$ and $j$ in the sum, and $A_n$ is real. Write $(H_0)_n$ and $V_n$ for these sums with $A=H_0$ and $A=V$, and $N_n$ for the sum with $A=1$.

Now take the inner product of $\psi_i$ with the equation of order $j$ and sum over $i+j=n$. For $n\ge1$ the left side becomes

$$\sum_{i+j=n}\langle\psi_i,H_0\psi_j\rangle+\sum_{i+j=n-1}\langle\psi_i,V\psi_j\rangle=(H_0)_n+V_{n-1},$$

and for $n=0$ it is $(H_0)_0$. Both are real. The right side is

$$\sum_{i+k+l=n}E_k\langle\psi_i,\psi_l\rangle=\sum_{k+s=n}E_kN_s .$$

This sum is therefore real. Since each $N_s$ is real, subtracting the sum from its conjugate gives

$$\sum_{k+s=n}(\overline{E_k}-E_k)N_s=0 .$$

Suppose that $E_k$ is real for all $k<n$. Only the term with $k=n$ and $s=0$ remains:

$$(\overline{E_n}-E_n)\langle\psi_0,\psi_0\rangle=0 .$$

Since $\psi_0\ne0$, $E_n$ is real. For $n=0$ there are no lower energies, and the same line starts the induction.

## Rescaling by a complex series

Let $c(t)=\sum_n t^nc_n$ have complex coefficients, and set $\psi'_n=\sum_{i+j=n}c_i\psi_j$. By linearity, the left side of the order-$n$ equation for $\psi'$ is

$$c_nH_0\psi_0+\sum_{\substack{i+j=n\\ j\ge1}}c_i\,(H_0\psi_j+V\psi_{j-1}).$$

Inserting the original equations turns this into

$$\sum_{i+k+l=n}c_iE_k\psi_l=\sum_{k+s=n}E_k\psi'_s .$$

So $\psi'$ solves the same equations with the same energies, which is the content of `renormalised_solves`. If $c_0=0$, then $\psi'_0=0$; the equations still hold, but the reality theorem can't be applied to $\psi'$ directly.

## Two coupled levels with an imaginary overlap

Take

$$H_0=\begin{pmatrix}0&0\\0&1\end{pmatrix},\quad V=\begin{pmatrix}0&1\\1&0\end{pmatrix},\quad \psi_0=\begin{pmatrix}1\\0\end{pmatrix},\quad \psi_1=\begin{pmatrix}i\\-1\end{pmatrix},\quad \psi_2=\begin{pmatrix}0\\-i\end{pmatrix},$$

with $E_0=E_1=0$ and $E_2=-1$. The left sides of the first three equations are

$$H_0\psi_0=0,$$

$$H_0\psi_1+V\psi_0=\begin{pmatrix}0\\-1\end{pmatrix}+\begin{pmatrix}0\\1\end{pmatrix}=0,$$

$$H_0\psi_2+V\psi_1=\begin{pmatrix}0\\-i\end{pmatrix}+\begin{pmatrix}-1\\i\end{pmatrix}=-\psi_0 .$$

They equal the right sides $0$, $0$ and $E_2\psi_0$. Here $\langle\psi_0,\psi_1\rangle=i$, so the solution violates intermediate normalisation while its energies are real. The theorem `two_level_witness` covers orders zero to two. The zeros that the file assigns to higher orders only complete the sequences and do not solve the third-order equation.

## Absorption and a vanishing reference state

Two small examples, worked by hand and absent from the file, show what the hypotheses do.

- **V not symmetric.** On $X=\mathbb C$ take $H_0=0$ and $V=-i$, a uniform absorption. With $\psi_0=1$ and all other $\psi_n=0$, every order equation holds with $E_1=-i$ and all other energies zero.
- **Zero reference state.** If every $\psi_n$ is zero, both sides of every equation vanish for any choice of the $E_n$, including $E_0=i$.

## The complete Lean file

```lean
import Mathlib

open Finset ComplexConjugate

namespace PerturbationEnergiesReal

noncomputable section

variable {X : Type*} [NormedAddCommGroup X] [InnerProductSpace ℂ X]

/-- The order-`n` part of `(H0 + t V) ψ(t)`, where `ψ(t)` has the coefficients `ψ n`. -/
def hamOrder (H0 V : X →ₗ[ℂ] X) (ψ : ℕ → X) : ℕ → X
  | 0 => H0 (ψ 0)
  | n + 1 => H0 (ψ (n + 1)) + V (ψ n)

/-- The order-`n` part of the product `c(t) ψ(t)` of a scalar series and a vector series. -/
def seriesSMul (c : ℕ → ℂ) (ψ : ℕ → X) (n : ℕ) : X :=
  ∑ p ∈ antidiagonal n, c p.1 • ψ p.2

/-- The perturbation equation of order `n`:
`H0 ψ_n + V ψ_(n-1) = ∑ E_k ψ_(n-k)`, without the `V` term at order zero. -/
def SolvesOrder (H0 V : X →ₗ[ℂ] X) (E : ℕ → ℂ) (ψ : ℕ → X) (n : ℕ) : Prop :=
  hamOrder H0 V ψ n = seriesSMul E ψ n

/-- The order-`n` part of `⟨ψ(t), A ψ(t)⟩` for a real coupling `t`. -/
def orderForm (A : X →ₗ[ℂ] X) (ψ : ℕ → X) (n : ℕ) : ℂ :=
  ∑ p ∈ antidiagonal n, inner ℂ (ψ p.1) (A (ψ p.2))

/-- In a sum over three orders with fixed total, the first two orders can be exchanged. -/
theorem sum_orders_exchange {M : Type*} [AddCommMonoid M] (f : ℕ → ℕ → ℕ → M) (n : ℕ) :
    ∑ p ∈ antidiagonal n, ∑ q ∈ antidiagonal p.2, f p.1 q.1 q.2 =
      ∑ p ∈ antidiagonal n, ∑ q ∈ antidiagonal p.2, f q.1 p.1 q.2 := by
  rw [Finset.sum_sigma', Finset.sum_sigma']
  refine Finset.sum_nbij' (fun x => ⟨(x.2.1, x.1.1 + x.2.2), (x.1.1, x.2.2)⟩)
    (fun x => ⟨(x.2.1, x.1.1 + x.2.2), (x.1.1, x.2.2)⟩) ?_ ?_ ?_ ?_ ?_
  · rintro ⟨⟨a, b⟩, ⟨c, d⟩⟩ h
    simp only [Finset.mem_sigma, Finset.HasAntidiagonal.mem_antidiagonal] at h
    have h1 : c + (a + d) = n := by omega
    exact Finset.mem_sigma.mpr ⟨Finset.HasAntidiagonal.mem_antidiagonal.mpr h1,
      Finset.HasAntidiagonal.mem_antidiagonal.mpr rfl⟩
  · rintro ⟨⟨a, b⟩, ⟨c, d⟩⟩ h
    simp only [Finset.mem_sigma, Finset.HasAntidiagonal.mem_antidiagonal] at h
    have h1 : c + (a + d) = n := by omega
    exact Finset.mem_sigma.mpr ⟨Finset.HasAntidiagonal.mem_antidiagonal.mpr h1,
      Finset.HasAntidiagonal.mem_antidiagonal.mpr rfl⟩
  · rintro ⟨⟨a, b⟩, ⟨c, d⟩⟩ h
    simp only [Finset.mem_sigma, Finset.HasAntidiagonal.mem_antidiagonal] at h
    obtain ⟨_, rfl⟩ := h
    rfl
  · rintro ⟨⟨a, b⟩, ⟨c, d⟩⟩ h
    simp only [Finset.mem_sigma, Finset.HasAntidiagonal.mem_antidiagonal] at h
    obtain ⟨_, rfl⟩ := h
    rfl
  · rintro ⟨⟨a, b⟩, ⟨c, d⟩⟩ _
    rfl

/-- For a symmetric operator `A`, every order of `⟨ψ(t), A ψ(t)⟩` is real. -/
theorem orderForm_real {A : X →ₗ[ℂ] X} (hA : A.IsSymmetric) (ψ : ℕ → X) (n : ℕ) :
    conj (orderForm A ψ n) = orderForm A ψ n := by
  unfold orderForm
  rw [map_sum, ← Finset.Nat.sum_antidiagonal_swap]
  refine Finset.sum_congr rfl fun p _ => ?_
  rw [inner_conj_symm]
  exact hA _ _

/-- For symmetric `H0` and `V`, every order of `⟨ψ(t), (H0 + t V) ψ(t)⟩` is real. -/
theorem hamiltonian_form_real {H0 V : X →ₗ[ℂ] X} (hH : H0.IsSymmetric) (hV : V.IsSymmetric)
    (ψ : ℕ → X) (n : ℕ) :
    conj (∑ p ∈ antidiagonal n, inner ℂ (ψ p.1) (hamOrder H0 V ψ p.2)) =
      ∑ p ∈ antidiagonal n, inner ℂ (ψ p.1) (hamOrder H0 V ψ p.2) := by
  cases n with
  | zero =>
    have h := orderForm_real hH ψ 0
    simpa only [orderForm, Finset.Nat.antidiagonal_zero, Finset.sum_singleton,
      hamOrder] using h
  | succ n =>
    -- the perturbation contributes one order lower than `H0`
    have key : ∑ p ∈ antidiagonal (n + 1), inner ℂ (ψ p.1) (hamOrder H0 V ψ p.2) =
        orderForm H0 ψ (n + 1) + orderForm V ψ n := by
      unfold orderForm
      rw [Finset.Nat.sum_antidiagonal_succ', Finset.Nat.sum_antidiagonal_succ']
      simp only [hamOrder, inner_add_right, Finset.sum_add_distrib]
      ring
    rw [key, map_add, orderForm_real hH, orderForm_real hV]

/-- If the order equations hold through order `n`, the order-`n` parts of
`⟨ψ(t), (H0 + t V) ψ(t)⟩` and `E(t) ⟨ψ(t), ψ(t)⟩` agree. -/
theorem energy_balance {H0 V : X →ₗ[ℂ] X} {E : ℕ → ℂ} {ψ : ℕ → X} {n : ℕ}
    (h : ∀ j ≤ n, SolvesOrder H0 V E ψ j) :
    ∑ p ∈ antidiagonal n, inner ℂ (ψ p.1) (hamOrder H0 V ψ p.2) =
      ∑ p ∈ antidiagonal n, E p.1 * orderForm LinearMap.id ψ p.2 := by
  calc
    _ = ∑ p ∈ antidiagonal n, ∑ q ∈ antidiagonal p.2,
          E q.1 * inner ℂ (ψ p.1) (ψ q.2) := by
      refine Finset.sum_congr rfl fun p hp => ?_
      have hp' := Finset.HasAntidiagonal.mem_antidiagonal.mp hp
      have hs : hamOrder H0 V ψ p.2 = seriesSMul E ψ p.2 := h p.2 (by omega)
      rw [hs, seriesSMul, inner_sum]
      exact Finset.sum_congr rfl fun q _ => inner_smul_right _ _ _
    _ = ∑ p ∈ antidiagonal n, ∑ q ∈ antidiagonal p.2,
          E p.1 * inner ℂ (ψ q.1) (ψ q.2) :=
      sum_orders_exchange (fun i k l => E k * inner ℂ (ψ i) (ψ l)) n
    _ = _ := by
      refine Finset.sum_congr rfl fun p _ => ?_
      rw [orderForm, Finset.mul_sum]
      rfl

/-- For symmetric `H0` and `V` and nonzero `ψ_0`, solving the order equations through
order `m` makes the energies `E_0, ..., E_m` real, whatever the normalisation of the `ψ_n`. -/
theorem energies_real_through_order {H0 V : X →ₗ[ℂ] X} (hH : H0.IsSymmetric)
    (hV : V.IsSymmetric) {E : ℕ → ℂ} {ψ : ℕ → X} (h0 : ψ 0 ≠ 0) {m : ℕ}
    (h : ∀ n ≤ m, SolvesOrder H0 V E ψ n) : ∀ n ≤ m, (E n).im = 0 := by
  intro n
  induction n using Nat.strong_induction_on with
  | _ n ih =>
    intro hn
    have hb := energy_balance (fun j hj => h j (le_trans hj hn))
    have hr := hamiltonian_form_real hH hV ψ n
    have hid : (LinearMap.id : X →ₗ[ℂ] X).IsSymmetric := fun _ _ => rfl
    rw [hb, map_sum] at hr
    -- subtract the balance equation from its complex conjugate
    have hd : ∑ p ∈ antidiagonal n,
        (conj (E p.1) - E p.1) * orderForm LinearMap.id ψ p.2 = 0 := by
      simp only [sub_mul, Finset.sum_sub_distrib]
      rw [sub_eq_zero, ← hr]
      refine Finset.sum_congr rfl fun p _ => ?_
      rw [map_mul, orderForm_real hid]
    -- lower energies are real, so only the term with `E n` survives
    rw [Finset.sum_eq_single (n, 0)] at hd
    · have hN : orderForm LinearMap.id ψ 0 ≠ 0 := by
        simpa [orderForm] using h0
      exact Complex.conj_eq_iff_im.mp
        (sub_eq_zero.mp ((mul_eq_zero.mp hd).resolve_right hN))
    · rintro ⟨a, b⟩ hp hne
      have hab : a + b = n := Finset.HasAntidiagonal.mem_antidiagonal.mp hp
      have hlt : a < n := by
        by_contra hcon
        exact hne (Prod.ext (by simp only; omega) (by simp only; omega))
      have ha := Complex.conj_eq_iff_im.mpr (ih a hlt (by omega))
      simp only [ha, sub_self, zero_mul]
    · intro hp
      exact absurd (Finset.HasAntidiagonal.mem_antidiagonal.mpr (by simp)) hp

/-- For symmetric `H0` and `V` and nonzero `ψ_0`, if the order equations hold at every
order, then every `E_n` is real. -/
theorem all_energies_real {H0 V : X →ₗ[ℂ] X} (hH : H0.IsSymmetric) (hV : V.IsSymmetric)
    {E : ℕ → ℂ} {ψ : ℕ → X} (h0 : ψ 0 ≠ 0) (h : ∀ n, SolvesOrder H0 V E ψ n) (n : ℕ) :
    (E n).im = 0 :=
  energies_real_through_order hH hV h0 (fun j _ => h j) n le_rfl

/-- Multiplying `ψ(t)` by any complex scalar series `c(t)` preserves the order equations
through order `m`, with the same energies. -/
theorem renormalised_solves {H0 V : X →ₗ[ℂ] X} {E : ℕ → ℂ} {ψ : ℕ → X} {m : ℕ}
    (c : ℕ → ℂ) (h : ∀ n ≤ m, SolvesOrder H0 V E ψ n) :
    ∀ n ≤ m, SolvesOrder H0 V E (seriesSMul c ψ) n := by
  intro n hn
  -- the Hamiltonian acts linearly, order by order
  have hlin : hamOrder H0 V (seriesSMul c ψ) n = seriesSMul c (hamOrder H0 V ψ) n := by
    cases n with
    | zero => simp [hamOrder, seriesSMul]
    | succ n =>
      simp only [hamOrder, seriesSMul, map_sum, map_smul]
      rw [Finset.Nat.sum_antidiagonal_succ', Finset.Nat.sum_antidiagonal_succ']
      simp only [smul_add, Finset.sum_add_distrib]
      abel
  unfold SolvesOrder
  rw [hlin]
  calc
    _ = ∑ p ∈ antidiagonal n, ∑ q ∈ antidiagonal p.2, (c p.1 * E q.1) • ψ q.2 := by
      refine Finset.sum_congr rfl fun p hp => ?_
      have hp' := Finset.HasAntidiagonal.mem_antidiagonal.mp hp
      have hs : hamOrder H0 V ψ p.2 = seriesSMul E ψ p.2 := h p.2 (by omega)
      rw [hs, seriesSMul, Finset.smul_sum]
      exact Finset.sum_congr rfl fun q _ => smul_smul _ _ _
    _ = ∑ p ∈ antidiagonal n, ∑ q ∈ antidiagonal p.2, (c q.1 * E p.1) • ψ q.2 :=
      sum_orders_exchange (fun i k l => (c i * E k) • ψ l) n
    _ = _ := by
      refine Finset.sum_congr rfl fun p _ => ?_
      rw [seriesSMul, Finset.smul_sum]
      refine Finset.sum_congr rfl fun q _ => ?_
      rw [smul_smul, mul_comm]

/-- The two-level Hamiltonian with level energies `0` and `1`. -/
def levels : EuclideanSpace ℂ (Fin 2) →ₗ[ℂ] EuclideanSpace ℂ (Fin 2) where
  toFun x := !₂[0, x 1]
  map_add' x y := by ext i; fin_cases i <;> simp
  map_smul' a x := by ext i; fin_cases i <;> simp

/-- The coupling that exchanges the two levels. -/
def coupling : EuclideanSpace ℂ (Fin 2) →ₗ[ℂ] EuclideanSpace ℂ (Fin 2) where
  toFun x := !₂[x 1, x 0]
  map_add' x y := by ext i; fin_cases i <;> simp
  map_smul' a x := by ext i; fin_cases i <;> simp

/-- State corrections of the two-level system through second order, set to zero beyond. -/
def states : ℕ → EuclideanSpace ℂ (Fin 2)
  | 0 => !₂[1, 0]
  | 1 => !₂[Complex.I, -1]
  | 2 => !₂[0, -Complex.I]
  | _ => 0

/-- Energy corrections of the two-level system through second order, set to zero beyond. -/
def energies : ℕ → ℂ
  | 2 => -1
  | _ => 0

/-- The coupled two-level system has symmetric `H0` and `V`, nonzero `ψ_0`, overlap
`⟨ψ_0, ψ_1⟩ = i`, and solves the order equations through second order. -/
theorem two_level_witness :
    levels.IsSymmetric ∧ coupling.IsSymmetric ∧ states 0 ≠ 0 ∧
      inner ℂ (states 0) (states 1) = Complex.I ∧
      ∀ n ≤ 2, SolvesOrder levels coupling energies states n := by
  refine ⟨?_, ?_, ?_, ?_, ?_⟩
  · intro x y
    simp [levels, PiLp.inner_apply, Fin.sum_univ_two]
  · intro x y
    simp [coupling, PiLp.inner_apply, Fin.sum_univ_two, add_comm]
  · intro h
    have h1 := congrArg (fun x : EuclideanSpace ℂ (Fin 2) => x 0) h
    simp [states] at h1
  · simp [states, PiLp.inner_apply, Fin.sum_univ_two]
  · intro n hn
    unfold SolvesOrder seriesSMul
    rw [Finset.Nat.sum_antidiagonal_eq_sum_range_succ_mk]
    interval_cases n
    · ext i
      fin_cases i <;> simp [hamOrder, levels, states, energies]
    · ext i
      fin_cases i <;>
        simp [hamOrder, levels, coupling, states, energies, Finset.sum_range_succ]
    · ext i
      fin_cases i <;>
        simp [hamOrder, levels, coupling, states, energies, Finset.sum_range_succ]

end

end PerturbationEnergiesReal
```

```lean
#print axioms PerturbationEnergiesReal.energies_real_through_order
-- 'PerturbationEnergiesReal.energies_real_through_order' depends on axioms: [propext, Classical.choice, Quot.sound]
#print axioms PerturbationEnergiesReal.all_energies_real
-- 'PerturbationEnergiesReal.all_energies_real' depends on axioms: [propext, Classical.choice, Quot.sound]
#print axioms PerturbationEnergiesReal.renormalised_solves
-- 'PerturbationEnergiesReal.renormalised_solves' depends on axioms: [propext, Classical.choice, Quot.sound]
```

## How the proof follows the derivation

`orderForm_real` shows that $A_n$ is real. It moves the conjugation inside the sum, exchanges the two indices with `sum_antidiagonal_swap`, and closes each term with the symmetry of $A$.

`hamiltonian_form_real` treats order zero separately. At order $n+1$, the intermediate equation `key` splits the sum into `orderForm H0 ψ (n + 1) + orderForm V ψ n`, which is the shift by one order between $H_0$ and $V$.

`energy_balance` inserts the order equations and produces the triple sum over $i+k+l=n$. At first $i$ is the outer index and $(k,l)$ the inner pair. `sum_orders_exchange` makes $k$ the outer index, so that the inner sum becomes $N_s$, written `orderForm LinearMap.id ψ s` in Lean. The exchange is proved by an explicit bijection between the index sets.

`energies_real_through_order` runs the strong induction. The equation `hd` is the difference between the balance equation and its conjugate. `Finset.sum_eq_single (n, 0)` isolates the term with $E_n$, and the induction hypothesis removes all the others. The remaining factor $\langle\psi_0,\psi_0\rangle$ is nonzero by `h0`. `all_energies_real` applies this result with $m=n$.

In `renormalised_solves`, `hlin` is the linearity step for the Hamiltonian, and `sum_orders_exchange` again reorders the triple sum, this time with vector terms. `two_level_witness` checks symmetry, the overlap and the three order equations by computing components.
